# For differentiable eigenvectors of a real symmetric H(t), the derivative coupling is ⟨u, H'v⟩/(b − a) when a ≠ b

If I get the derivative coupling ⟨u, v'⟩ by finite differences of eigenvectors, its sign can flip from one time step to the next, because the diagonaliser is free to return −v instead of v. A formula that uses eigenvectors at a single time avoids the differencing, though its sign still depends on the signs chosen for u and v:

⟨u, v'⟩ = ⟨u, H'v⟩/(b − a) = −⟨u', v⟩

Here u and v are real unit eigenvectors of H(t) with energies a and b, and a prime is a time derivative. The energies should also obey b' = ⟨v, H'v⟩. Can someone derive this in full, with a proof that Lean has checked?

## Projecting the differentiated eigenvalue equation

Differentiate Hv = bv:

H'v + Hv' = b'v + bv'

Take the product with u. Since H is symmetric, ⟨u, Hv'⟩ = ⟨Hu, v'⟩ = a⟨u, v'⟩, so

⟨u, H'v⟩ = b'⟨u, v⟩ + (b − a)⟨u, v'⟩  (1)

Setting u = v, a = b in (1) gives b' = ⟨v, H'v⟩, the Hellmann–Feynman theorem; likewise a' = ⟨u, H'u⟩.

For a ≠ b, symmetry gives b⟨u, v⟩ = ⟨u, Hv⟩ = ⟨Hu, v⟩ = a⟨u, v⟩, hence ⟨u, v⟩ = 0. Then (1) becomes

⟨u, H'v⟩ = (b − a)⟨u, v'⟩

which is the coupling formula. Exchanging the states gives ⟨v, H'u⟩ = (a − b)⟨u', v⟩. H' is symmetric too, so the left sides agree and ⟨u, v'⟩ = −⟨u', v⟩.

## Two states with constant electronic coupling

Let H have diagonal ε(t), −ε(t) and constant off-diagonal element Δ. For a unit eigenvector w with energy e,

e² = |Hw|² = (ε² + Δ²)|w|² = ε² + Δ²

Different energies are therefore opposite and nonzero, and |b − a| = 2√(ε² + Δ²). Define

X = u₀v₀ − u₁v₁, Y = u₀v₁ + u₁v₀

Then ⟨u, H'v⟩ = ε'X. Normalisation gives X² + Y² = 1, and ⟨u, Hv⟩ = b⟨u, v⟩ = 0 gives εX + ΔY = 0. So ε²X² = Δ²(1 − X²), that is, X² = Δ²/(ε² + Δ²), and

|⟨u, v'⟩| = |ε'Δ| / (2(ε² + Δ²))

## What the Lean statements assume

The finite type `n` labels a fixed orthonormal basis, `*ᵥ` applies a matrix to a vector, and `⬝ᵥ` is the real dot product. `H'` holds the entrywise derivatives at `t`; `u'`, `v'`, `a'` and `b'` are also derivatives at that instant. The gap `hab` is needed only there.

`IsEigenpath` demands normalisation and the eigenvalue equation at all times. Demanding the equation only at `t` would make the theorem false: if H is constant and v rotates through an eigenvector towards u, then ⟨u, v'⟩ ≠ 0 although H' = 0.

Differentiability of the eigenvectors and energies is assumed, not derived. Complex Hamiltonians, time-dependent bases and the coupling at a degeneracy are not covered. `twoState_coupling` gives only the magnitude, since the signs of u and v are free.

```lean
import Mathlib

open Matrix

namespace DerivativeCoupling

variable {n : Type*} [Fintype n]

/-- A path of unit vectors `v` that are eigenvectors of the Hamiltonian `H` at every time,
with energy `e`. -/
structure IsEigenpath (H : ℝ → Matrix n n ℝ) (e : ℝ → ℝ) (v : ℝ → n → ℝ) : Prop where
  eigen : ∀ s, H s *ᵥ v s = e s • v s
  normalized : ∀ s, v s ⬝ᵥ v s = 1

/-- A real symmetric matrix has the same matrix element between two vectors in either order. -/
theorem dot_mulVec_symm {A : Matrix n n ℝ} (hA : A.IsSymm) (x y : n → ℝ) :
    x ⬝ᵥ A *ᵥ y = y ⬝ᵥ A *ᵥ x := by
  rw [Matrix.dotProduct_mulVec, ← Matrix.mulVec_transpose, hA.eq, dotProduct_comm]

variable {H : ℝ → Matrix n n ℝ} {H' : Matrix n n ℝ} {a b : ℝ → ℝ} {u v : ℝ → n → ℝ}
  {a' b' t : ℝ} {u' v' : n → ℝ}

/-- At an instant when their energies differ, two eigenvectors of a real symmetric
Hamiltonian are orthogonal. -/
theorem orthogonal (hs : ∀ s, (H s).IsSymm) (hu : IsEigenpath H a u)
    (hv : IsEigenpath H b v) (hab : a t ≠ b t) : u t ⬝ᵥ v t = 0 := by
  have h1 : u t ⬝ᵥ H t *ᵥ v t = b t * (u t ⬝ᵥ v t) := by
    rw [hv.eigen, dotProduct_smul, smul_eq_mul]
  have h2 : u t ⬝ᵥ H t *ᵥ v t = a t * (u t ⬝ᵥ v t) := by
    rw [dot_mulVec_symm (hs t), hu.eigen, dotProduct_smul, smul_eq_mul, dotProduct_comm]
  have h3 : (a t - b t) * (u t ⬝ᵥ v t) = 0 := by linear_combination h1 - h2
  exact (mul_eq_zero.1 h3).resolve_left (sub_ne_zero.2 hab)

/-- The time derivative of the eigenvalue equation, for a differentiable Hamiltonian,
eigenvector and energy: `H' v + H v' = b' v + b v'`. -/
theorem differentiated_eigen (hH : ∀ i j, HasDerivAt (fun s => H s i j) (H' i j) t)
    (hv : IsEigenpath H b v) (dv : HasDerivAt v v' t) (db : HasDerivAt b b' t) :
    H' *ᵥ v t + H t *ᵥ v' = b' • v t + b t • v' := by
  funext i
  have h1 : HasDerivAt (fun s => ∑ j, H s i j * v s j)
      (∑ j, (H' i j * v t j + H t i j * v' j)) t :=
    HasDerivAt.fun_sum fun j _ => (hH i j).fun_mul (hasDerivAt_pi.1 dv j)
  have h2 : HasDerivAt (fun s => b s * v s i) (b' * v t i + b t * v' i) t :=
    db.fun_mul (hasDerivAt_pi.1 dv i)
  -- both functions agree, by the eigenvalue equation
  have h3 : (fun s => ∑ j, H s i j * v s j) = fun s => b s * v s i :=
    funext fun s => congrFun (hv.eigen s) i
  rw [h3] at h1
  have key := h1.unique h2
  rw [Finset.sum_add_distrib] at key
  exact key

/-- For a differentiable real symmetric Hamiltonian and a differentiable unit eigenvector `v` with
differentiable energy `b`, projection on a unit eigenvector `u` with energy `a` gives
`⟨u, H' v⟩ = b' ⟨u, v⟩ + (b - a) ⟨u, v'⟩`. -/
theorem projected (hs : ∀ s, (H s).IsSymm)
    (hH : ∀ i j, HasDerivAt (fun s => H s i j) (H' i j) t)
    (hu : IsEigenpath H a u) (hv : IsEigenpath H b v)
    (dv : HasDerivAt v v' t) (db : HasDerivAt b b' t) :
    u t ⬝ᵥ H' *ᵥ v t = b' * (u t ⬝ᵥ v t) + (b t - a t) * (u t ⬝ᵥ v') := by
  have key := congrArg (fun w => u t ⬝ᵥ w) (differentiated_eigen hH hv dv db)
  simp only [dotProduct_add, dotProduct_smul, smul_eq_mul] at key
  -- let the Hamiltonian act to the left
  have hl : u t ⬝ᵥ H t *ᵥ v' = a t * (u t ⬝ᵥ v') := by
    rw [dot_mulVec_symm (hs t), hu.eigen, dotProduct_smul, smul_eq_mul, dotProduct_comm]
  linear_combination key - hl

/-- Hellmann–Feynman theorem: for a differentiable real symmetric Hamiltonian with
differentiable unit eigenvector `v` and energy `b`, `b' = ⟨v, H' v⟩`. -/
theorem hellmann_feynman (hs : ∀ s, (H s).IsSymm)
    (hH : ∀ i j, HasDerivAt (fun s => H s i j) (H' i j) t)
    (hv : IsEigenpath H b v) (dv : HasDerivAt v v' t) (db : HasDerivAt b b' t) :
    b' = v t ⬝ᵥ H' *ᵥ v t := by
  have h := projected hs hH hv hv dv db
  rw [hv.normalized] at h
  linear_combination -h

/-- For a differentiable real symmetric Hamiltonian with differentiable unit eigenvectors `u`, `v`
and differentiable energies `a`, `b` that differ at time `t`, the derivative coupling is
`⟨u, v'⟩ = ⟨u, H' v⟩ / (b - a) = -⟨u', v⟩`, and the energies change at the rates
`a' = ⟨u, H' u⟩` and `b' = ⟨v, H' v⟩`. -/
theorem derivative_coupling (hs : ∀ s, (H s).IsSymm)
    (hH : ∀ i j, HasDerivAt (fun s => H s i j) (H' i j) t)
    (hu : IsEigenpath H a u) (hv : IsEigenpath H b v)
    (du : HasDerivAt u u' t) (dv : HasDerivAt v v' t)
    (da : HasDerivAt a a' t) (db : HasDerivAt b b' t) (hab : a t ≠ b t) :
    u t ⬝ᵥ v' = (u t ⬝ᵥ H' *ᵥ v t) / (b t - a t) ∧ u t ⬝ᵥ v' = -(u' ⬝ᵥ v t) ∧
      a' = u t ⬝ᵥ H' *ᵥ u t ∧ b' = v t ⬝ᵥ H' *ᵥ v t := by
  have gap : b t - a t ≠ 0 := sub_ne_zero.2 hab.symm
  have o := orthogonal hs hu hv hab
  have p := projected hs hH hu hv dv db
  have q := projected hs hH hv hu du da
  -- the derivative of a symmetric matrix is symmetric
  have hs' : H'.IsSymm := Matrix.IsSymm.ext fun i j => by
    have e : (fun s => H s j i) = fun s => H s i j := funext fun s => (hs s).apply i j
    have h := hH j i
    rw [e] at h
    exact h.unique (hH i j)
  rw [dot_mulVec_symm hs', dotProduct_comm (v t) (u t), dotProduct_comm (v t) u', o] at q
  rw [o] at p
  refine ⟨?_, ?_, hellmann_feynman hs hH hu du da, hellmann_feynman hs hH hv dv db⟩
  · rw [eq_div_iff gap]
    linear_combination -p
  · apply mul_left_cancel₀ gap
    linear_combination q - p

/-- The two-state Hamiltonian with diagonal energies `ε`, `-ε` and electronic coupling `Δ`. -/
def twoState (ε Δ : ℝ) : Matrix (Fin 2) (Fin 2) ℝ := !![ε, Δ; Δ, -ε]

/-- The action of the two-state Hamiltonian on a vector of two amplitudes. -/
theorem twoState_mulVec (ε Δ : ℝ) (x : Fin 2 → ℝ) :
    twoState ε Δ *ᵥ x = ![ε * x 0 + Δ * x 1, Δ * x 0 - ε * x 1] := by
  ext i
  fin_cases i <;> simp [twoState, Matrix.mulVec, dotProduct, Fin.sum_univ_two]
  ring

/-- Every energy `e` of the two-state Hamiltonian satisfies `e² = ε² + Δ²`. -/
theorem twoState_energy_sq {ε e : ℝ → ℝ} {Δ : ℝ} {w : ℝ → Fin 2 → ℝ}
    (hw : IsEigenpath (fun s => twoState (ε s) Δ) e w) (t : ℝ) :
    e t ^ 2 = ε t ^ 2 + Δ ^ 2 := by
  have h := hw.eigen t
  simp only [twoState_mulVec] at h
  have h0 : ε t * w t 0 + Δ * w t 1 = e t * w t 0 := congrFun h 0
  have h1 : Δ * w t 0 - ε t * w t 1 = e t * w t 1 := congrFun h 1
  have hn := hw.normalized t
  simp only [dotProduct, Fin.sum_univ_two] at hn
  linear_combination (-(ε t * w t 0 + Δ * w t 1 + e t * w t 0)) * h0
    - (Δ * w t 0 - ε t * w t 1 + e t * w t 1) * h1 - (e t ^ 2 - ε t ^ 2 - Δ ^ 2) * hn

/-- For a two-state Hamiltonian with differentiable `ε(t)` and constant `Δ`, and unit eigenvectors
`u`, `v` of different energies at time `t`, with `v` and its energy differentiable there, the
derivative coupling has magnitude `|ε' Δ| / (2 (ε² + Δ²))`. -/
theorem twoState_coupling {ε a b : ℝ → ℝ} {Δ ε' b' t : ℝ} {u v : ℝ → Fin 2 → ℝ}
    {v' : Fin 2 → ℝ} (dε : HasDerivAt ε ε' t)
    (hu : IsEigenpath (fun s => twoState (ε s) Δ) a u)
    (hv : IsEigenpath (fun s => twoState (ε s) Δ) b v)
    (dv : HasDerivAt v v' t) (db : HasDerivAt b b' t) (hab : a t ≠ b t) :
    |u t ⬝ᵥ v'| = |ε' * Δ| / (2 * (ε t ^ 2 + Δ ^ 2)) := by
  have hs : ∀ s, (twoState (ε s) Δ).IsSymm := fun s => Matrix.IsSymm.ext fun i j => by
    fin_cases i <;> fin_cases j <;> rfl
  have hH : ∀ i j, HasDerivAt (fun s => twoState (ε s) Δ i j) (twoState ε' 0 i j) t := by
    intro i j
    fin_cases i <;> fin_cases j
    · exact dε
    · exact hasDerivAt_const t Δ
    · exact hasDerivAt_const t Δ
    · exact dε.fun_neg
  have o := orthogonal hs hu hv hab
  have p := projected hs hH hu hv dv db
  rw [o, twoState_mulVec] at p
  have p' : u t 0 * (ε' * v t 0 + 0 * v t 1) + u t 1 * (0 * v t 0 - ε' * v t 1)
      = b' * 0 + (b t - a t) * (u t ⬝ᵥ v') := by
    rw [← p, dotProduct, Fin.sum_univ_two]
    rfl
  -- the two energies are opposite
  have ea := twoState_energy_sq hu t
  have eb := twoState_energy_sq hv t
  have hsum : a t + b t = 0 := by
    have h : (a t - b t) * (a t + b t) = 0 := by linear_combination ea - eb
    exact (mul_eq_zero.1 h).resolve_left (sub_ne_zero.2 hab)
  have hb : b t ≠ 0 := fun h => hab (by linarith)
  have hS : 0 < ε t ^ 2 + Δ ^ 2 := by
    rw [← eb]
    positivity
  have h := hv.eigen t
  simp only [twoState_mulVec] at h
  have h0 : ε t * v t 0 + Δ * v t 1 = b t * v t 0 := congrFun h 0
  have h1 : Δ * v t 0 - ε t * v t 1 = b t * v t 1 := congrFun h 1
  have nu := hu.normalized t
  have nv := hv.normalized t
  simp only [dotProduct, Fin.sum_univ_two] at o nu nv
  generalize u t ⬝ᵥ v' = g at p' ⊢
  obtain ⟨X, hX⟩ : ∃ X, X = u t 0 * v t 0 - u t 1 * v t 1 := ⟨_, rfl⟩
  obtain ⟨Y, hY⟩ : ∃ Y, Y = u t 0 * v t 1 + u t 1 * v t 0 := ⟨_, rfl⟩
  have hXY : X ^ 2 + Y ^ 2 = 1 := by
    rw [hX, hY]
    linear_combination (v t 0 * v t 0 + v t 1 * v t 1) * nu + nv
  have hmix : ε t * X + Δ * Y = 0 := by
    rw [hX, hY]
    linear_combination u t 0 * h0 + u t 1 * h1 + b t * o
  have hXS : (ε t ^ 2 + Δ ^ 2) * X ^ 2 = Δ ^ 2 := by
    linear_combination (ε t * X - Δ * Y) * hmix + Δ ^ 2 * hXY
  have hg : 2 * b t * g = ε' * X := by
    rw [hX]
    linear_combination g * hsum - p'
  have hsq : (g * (2 * (ε t ^ 2 + Δ ^ 2))) ^ 2 = (ε' * Δ) ^ 2 := by
    linear_combination (ε t ^ 2 + Δ ^ 2) * (2 * b t * g + ε' * X) * hg
      - 4 * (ε t ^ 2 + Δ ^ 2) * g ^ 2 * eb + ε' ^ 2 * hXS
  have hpos : 0 < 2 * (ε t ^ 2 + Δ ^ 2) := by linarith
  rw [eq_div_iff hpos.ne', ← (sq_eq_sq_iff_abs_eq_abs _ _).1 hsq, abs_mul, abs_of_pos hpos]

/-- The two-state Hamiltonian with `ε = cos 2s`, `Δ = sin 2s` has the eigenpaths
`(-sin s, cos s)` and `(cos s, sin s)` with energies `-1` and `1`, and derivative coupling `1`. -/
theorem derivative_coupling_witness :
    IsEigenpath (fun s => twoState (Real.cos (2 * s)) (Real.sin (2 * s))) (fun _ => -1)
      (fun s => ![-Real.sin s, Real.cos s]) ∧
    IsEigenpath (fun s => twoState (Real.cos (2 * s)) (Real.sin (2 * s))) (fun _ => 1)
      (fun s => ![Real.cos s, Real.sin s]) ∧
    ∀ s, HasDerivAt (fun r => ![Real.cos r, Real.sin r]) ![-Real.sin s, Real.cos s] s ∧
      ![-Real.sin s, Real.cos s] ⬝ᵥ ![-Real.sin s, Real.cos s] = 1 := by
  have nu : ∀ s, ![-Real.sin s, Real.cos s] ⬝ᵥ ![-Real.sin s, Real.cos s] = 1 := by
    intro s
    simp only [dotProduct, Fin.sum_univ_two]
    change -Real.sin s * -Real.sin s + Real.cos s * Real.cos s = 1
    linear_combination Real.sin_sq_add_cos_sq s
  refine ⟨⟨fun s => ?_, nu⟩, ⟨fun s => ?_, fun s => ?_⟩, fun s => ⟨?_, nu s⟩⟩
  · rw [twoState_mulVec, Real.cos_two_mul, Real.sin_two_mul]
    ext i
    fin_cases i
    · change (2 * Real.cos s ^ 2 - 1) * -Real.sin s + 2 * Real.sin s * Real.cos s * Real.cos s
        = -1 * -Real.sin s
      ring
    · change 2 * Real.sin s * Real.cos s * -Real.sin s - (2 * Real.cos s ^ 2 - 1) * Real.cos s
        = -1 * Real.cos s
      linear_combination (-2 * Real.cos s) * Real.sin_sq_add_cos_sq s
  · rw [twoState_mulVec, Real.cos_two_mul, Real.sin_two_mul]
    ext i
    fin_cases i
    · change (2 * Real.cos s ^ 2 - 1) * Real.cos s + 2 * Real.sin s * Real.cos s * Real.sin s
        = 1 * Real.cos s
      linear_combination (2 * Real.cos s) * Real.sin_sq_add_cos_sq s
    · change 2 * Real.sin s * Real.cos s * Real.cos s - (2 * Real.cos s ^ 2 - 1) * Real.sin s
        = 1 * Real.sin s
      ring
  · simp only [dotProduct, Fin.sum_univ_two]
    change Real.cos s * Real.cos s + Real.sin s * Real.sin s = 1
    linear_combination Real.sin_sq_add_cos_sq s
  · refine hasDerivAt_pi.2 fun i => ?_
    fin_cases i
    · exact Real.hasDerivAt_cos s
    · exact Real.hasDerivAt_sin s

end DerivativeCoupling
```

```lean
#print axioms DerivativeCoupling.derivative_coupling
-- 'DerivativeCoupling.derivative_coupling' depends on axioms: [propext, Classical.choice, Quot.sound]
#print axioms DerivativeCoupling.twoState_coupling
-- 'DerivativeCoupling.twoState_coupling' depends on axioms: [propext, Classical.choice, Quot.sound]
```

## From the lemmas to the coupling

`dot_mulVec_symm` moves H across the product, and `orthogonal` uses it to get ⟨u, v⟩ = 0. `differentiated_eigen` applies the product rule to each component and equates the two derivatives by uniqueness. `projected` is equation (1), and `hellmann_feynman` is its case u = v.

`derivative_coupling` uses `projected` in both orders, proves that `H'` is symmetric, and cancels the gap.

In the two-state part, `twoState_mulVec` writes out Hw and `twoState_energy_sq` gives e². `twoState_coupling` follows the X, Y argument, with `linear_combination` doing the algebra; it compares squares and then passes to absolute values.

`derivative_coupling_witness` supplies a rotating example with energies −1 and 1 and coupling 1. Its off-diagonal element varies, so it illustrates the general theorem, not the constant-Δ formula.

## In a surface-hopping step

For a finite, real model Hamiltonian in a fixed basis, a nonadiabatic dynamics code can diagonalise H, put the eigenvectors in the columns of U, and form G = UᵀH'U. With distinct energies Eᵢ, the diagonal of G gives their rates of change, and the couplings are

⟨uᵢ, uⱼ'⟩ = Gᵢⱼ/(Eⱼ − Eᵢ), i ≠ j

No eigenvector is differentiated, but the signs of the columns must still be matched between steps when amplitudes are propagated.
